# A plane wave sums to zero over a uniform N-point grid unless N divides its index

The plane wave exp(2πikx), with integer index k, is sampled in a one-dimensional cell of unit length at the N equally spaced points x = j/N, where j runs from 0 to N − 1 and N is not zero. The theorem says that the sum of these samples is N if N divides k, and zero otherwise. The sum carries no factor 1/N; with that factor the two values would be 1 and 0. The proof writes the samples as powers of a single phase, the value of the wave at x = 1/N. If N divides k this phase is 1 and every term is 1; if not, the phase differs from 1 but its N-th power is 1, and the formula for a geometric sum gives zero.

In Lean, a first try:

```lean
import Mathlib

open scoped Real

namespace AugmentationFourierShift

noncomputable section

/-- The plane wave `exp(2πi m x)` of integer index `m` in a cell of unit length. -/
def wave (m : ℤ) (x : ℝ) : ℂ := Complex.exp (2 * π * Complex.I * m * x)

/-- The sum of a plane wave over the grid is `N` if `N` divides its index, and zero otherwise. -/
theorem grid_orthogonality {N : ℕ} (hN : N ≠ 0) (k : ℤ) :
    ∑ j ∈ Finset.range N, wave k ((j : ℝ) / N) = if (N : ℤ) ∣ k then (N : ℂ) else 0 := by
  have hNC : (N : ℂ) ≠ 0 := Nat.cast_ne_zero.mpr hN
  -- the samples are the powers of a single phase
  have hpow : ∀ j : ℕ, wave k ((j : ℝ) / N) = wave k (1 / N) ^ j := by
    intro j
    unfold wave
    rw [← Complex.exp_nat_mul]
    congr 1
    push_cast
    ring
  simp only [hpow]
  split_ifs with h
  · obtain ⟨q, rfl⟩ := h
    have h1 : wave ((N : ℤ) * q) (1 / N) = 1 :=
      Complex.exp_eq_one_iff.mpr ⟨q, by push_cast; field_simp⟩
    simp [h1]
  · have hne : wave k (1 / N) ≠ 1 := by
      intro h1
      obtain ⟨n, hn⟩ := Complex.exp_eq_one_iff.mp h1
      have key : 2 * π * Complex.I * k * ((1 / N : ℝ) : ℂ) * N = 2 * π * Complex.I * k := by
        push_cast
        field_simp
      have hk : (k : ℂ) = N * n := by
        apply mul_left_cancel₀ Complex.two_pi_I_ne_zero
        linear_combination (N : ℂ) * hn - key
      exact h ⟨n, by exact_mod_cast hk⟩
    have hroot : wave k (1 / N) ^ N = 1 := by
      rw [← hpow N]
      exact Complex.exp_eq_one_iff.mpr ⟨k, by push_cast; field_simp⟩
    rw [geom_sum_eq hne, hroot, sub_self, zero_div]

end

end AugmentationFourierShift
```

Lean reports:

```
Main.lean:26:2: error: unsolved goals
case pos
N : ℕ
hN : N ≠ 0
hNC : ↑N ≠ 0
q : ℤ
hpow : ∀ (j : ℕ), wave (↑N * q) (↑j / ↑N) = wave (↑N * q) (1 / ↑N) ^ j
h1 : wave (↑N * q) (1 / ↑N) = 1
⊢ ∑ x ∈ Finset.range N, wave (↑N * q) (↑N)⁻¹ ^ x = ↑N
Main.lean:29:10: warning: This simp argument is unused:
  h1

Hint: Omit it from the simp argument list.
  [apply] simp

Note: This linter can be disabled with `set_option linter.unusedSimpArgs false`
```

Cause. The error is in the case where N divides k. There `h1` says that the phase `wave (↑N * q) (1 / ↑N)` is 1, and `simp [h1]` was meant to put 1 for it in the sum. But `simp` also uses its standard lemmas, and these turn `1 / ↑N` into `(↑N)⁻¹`. It simplifies the argument of `wave` before it tries `h1` on the whole term, and by then the left side of `h1`, which still has `1 / ↑N`, no longer matches. The goal left over shows the inverse, and the warning that `h1` is unused has the same cause.

The repair calls `simp only` with a list of lemmas that does not include the rewriting of `1 / ↑N`, so `h1` matches and the phase becomes 1. Of the other lemmas, `one_pow` makes each term 1, `Finset.sum_const` and `Finset.card_range` turn the sum into `N • 1`, and `nsmul_eq_mul` and `mul_one` reduce that to `↑N`.

Lean accepts the file once it reads:

```diff
@@ -27,5 +27,5 @@
     have h1 : wave ((N : ℤ) * q) (1 / N) = 1 :=
       Complex.exp_eq_one_iff.mpr ⟨q, by push_cast; field_simp⟩
-    simp [h1]
+    simp only [h1, one_pow, Finset.sum_const, Finset.card_range, nsmul_eq_mul, mul_one]
   · have hne : wave k (1 / N) ≠ 1 := by
       intro h1
```
